# Total electron and hole density of an ideal Dirac cone: exactly quadratic in chemical potential and temperature

## Two kinds of carrier in warm graphene

In undoped graphene at finite temperature, electrons are excited across the Dirac point and leave holes behind. Doping shifts the chemical potential $\mu$, which adds one kind of carrier and removes the other. How many carriers are there in total?

Measure energy $E$ from the Dirac point, and let $T>0$ be the thermal energy, with Boltzmann's constant absorbed. For non-interacting electrons with linear bands, the density of states per area is

$$g(E)=\frac{2|E|}{\pi(\hbar v)^2},$$

where $v$ is the Fermi velocity and spin and valley degeneracy are included. With $f(x)=1/(1+e^{x/T})$, the electron and hole densities are

$$n=\int_{E>0} g(E)f(E-\mu)\,dE,\qquad p=\int_{E\le0} g(E)\,[1-f(E-\mu)]\,dE.$$

## An expansion that stops after two terms

Define $I(\mu)=\int_0^\infty e\,f(e-\mu)\,de$. For every $T>0$ and real $\mu$,

$$I(\mu)+I(-\mu)=\frac{\mu^2}{2}+\frac{\pi^2T^2}{6},\qquad \pi(\hbar v)^2(n+p)=\mu^2+\frac{\pi^2T^2}{3}.$$

These are `carrier_total` and `graphene_total`. In Lean, `fermi T x` is $f(x)$, `carrierIntegral T μ` is $I(\mu)$, and `hv` stands for $\hbar v$, which need only be nonzero. `diracDOS`, `electronDensity` and `holeDensity` are $g$, $n$ and $p$.

A third theorem, `sommerfeld_error`, concerns electrons alone:

$$0\le \frac{\mu^2}{2}+\frac{\pi^2T^2}{6}-I(\mu)\le T^2e^{-\mu/T}.$$

The density of states is a definition here, not derived from a lattice Hamiltonian. The cone extends to infinite energy, and both carriers share one $\mu$ and one $T$. These two are independent variables in the formulas; in a sample held at a fixed nonzero $n-p$, $\mu$ itself changes with $T$. The Sommerfeld expansion for a general density of states is not treated. Within this non-interacting linear-band model, the identity gives an exact reference value for numerical integration over Fermi occupations.

## Derivation

**The neutral point.** For $c>0$, the function $-(cx+1)e^{-cx}/c^2$ is an antiderivative of $xe^{-cx}$, so $\int_0^\infty xe^{-cx}dx=1/c^2$. For $x>0$ the geometric series gives

$$f(x)=\sum_{n\ge0}(-1)^n e^{-(n+1)x/T}.$$

The integrals of the absolute values of the terms of $xf(x)$ are $T^2/(n+1)^2$, which have a finite sum, so termwise integration is allowed:

$$\int_0^\infty xf(x)\,dx=T^2\sum_{n\ge0}\frac{(-1)^n}{(n+1)^2}.$$

Without signs the sum is $\pi^2/6$. The signs subtract twice the terms with $n=2k+1$, which amounts to $2\sum_{k\ge0}1/(2k+2)^2=\pi^2/12$. What remains is $\pi^2/12$, and the integral is $\pi^2T^2/12$.

**Nonzero doping.** Let $\mu\ge0$ and split $I(\mu)$ at $e=\mu$. Below $\mu$, substitute $e=\mu-x$ and use $f(-x)=1-f(x)$:

$$\int_0^\mu e f(e-\mu)\,de=\int_0^\mu(\mu-x)[1-f(x)]\,dx=\frac{\mu^2}{2}+\int_0^\mu(x-\mu)f(x)\,dx.$$

Above $\mu$, substituting $e=x+\mu$ gives $\int_0^\infty(x+\mu)f(x)\,dx$. The other integral, with $x=e+\mu$, is $I(-\mu)=\int_\mu^\infty(x-\mu)f(x)\,dx$. Adding all three,

$$I(\mu)+I(-\mu)=\frac{\mu^2}{2}+\int_0^\infty[(x-\mu)+(x+\mu)]f(x)\,dx=\frac{\mu^2}{2}+2\cdot\frac{\pi^2T^2}{12}.$$

For $\mu<0$, exchange the two terms on the left.

**Densities and error.** Putting $E=-e$ in $p$ turns $1-f(-e-\mu)$ into $f(e+\mu)$. Hence $p=2I(-\mu)/(\pi(\hbar v)^2)$, and likewise $n=2I(\mu)/(\pi(\hbar v)^2)$; their sum gives the density formula. The error of the two-term formula for electrons is exactly $I(-\mu)$. It is nonnegative, and $f(x)\le e^{-x/T}$ bounds it by $e^{-\mu/T}\int_0^\infty x\,e^{-x/T}dx=T^2e^{-\mu/T}$.

## Numbers at $\mu=2T$

The total is $I(2T)+I(-2T)=(2+\pi^2/6)T^2\approx3.645\,T^2$. The hole part is at most $e^{-2}T^2\approx0.135\,T^2$, so $I(2T)$ lies between about $3.51\,T^2$ and $3.645\,T^2$.

## The Lean file

```lean
import Mathlib

open MeasureTheory Set Filter Topology Real

namespace GrapheneCarriers

noncomputable section

/-- Fermi-Dirac occupation at energy `x` above the chemical potential, with thermal energy `T`. -/
def fermi (T x : ℝ) : ℝ := 1 / (1 + Real.exp (x / T))

/-- The Fermi-Dirac integral of a linear density of states, over positive energies. -/
def carrierIntegral (T μ : ℝ) : ℝ := ∫ e in Ioi (0 : ℝ), e * fermi T (e - μ)

/-- Density of states per area of an ideal Dirac cone, with the spin and valley degeneracy of
graphene; `hv` is `ħ` times the Fermi velocity. -/
def diracDOS (hv E : ℝ) : ℝ := 2 / (π * hv ^ 2) * |E|

/-- Density of electrons: occupied states above the Dirac point. -/
def electronDensity (hv T μ : ℝ) : ℝ :=
  ∫ E in Ioi (0 : ℝ), diracDOS hv E * fermi T (E - μ)

/-- Density of holes: empty states below the Dirac point. -/
def holeDensity (hv T μ : ℝ) : ℝ :=
  ∫ E in Iic (0 : ℝ), diracDOS hv E * (1 - fermi T (E - μ))

/-- Particle-hole symmetry of the Fermi function. -/
theorem fermi_neg (T x : ℝ) : fermi T (-x) = 1 - fermi T x := by
  have h : Real.exp (-(x / T)) * Real.exp (x / T) = 1 := by
    rw [← Real.exp_add]; simp
  unfold fermi
  rw [neg_div, eq_sub_iff_add_eq, div_add_div _ _ (by positivity) (by positivity),
    div_eq_one_iff_eq (by positivity)]
  linear_combination -h

private lemma fermi_nonneg (T x : ℝ) : 0 ≤ fermi T x := by
  unfold fermi; positivity

private lemma fermi_le (T x : ℝ) : fermi T x ≤ Real.exp (-(x / T)) := by
  unfold fermi
  rw [Real.exp_neg, ← one_div]
  exact one_div_le_one_div_of_le (Real.exp_pos _) (by linarith)

private lemma fermi_cont (T : ℝ) : Continuous (fermi T) := by
  unfold fermi
  exact Continuous.div continuous_const (by fun_prop) (fun x => by positivity)

private lemma exp_moment {c : ℝ} (hc : 0 < c) :
    IntegrableOn (fun x : ℝ => x * Real.exp (-(c * x))) (Ioi 0) ∧
      ∫ x in Ioi (0 : ℝ), x * Real.exp (-(c * x)) = 1 / c ^ 2 := by
  have hd : ∀ x ∈ Ici (0 : ℝ), HasDerivAt
      (fun x : ℝ => -(1 / c ^ 2) * ((c * x + 1) * Real.exp (-(c * x))))
      (x * Real.exp (-(c * x))) x := by
    intro x _
    have h1 : HasDerivAt (fun y : ℝ => c * y) c x := by
      simpa using (hasDerivAt_id x).const_mul c
    have h2 := ((h1.add_const 1).fun_mul h1.fun_neg.exp).const_mul (-(1 / c ^ 2))
    refine h2.congr_deriv ?_
    field_simp
    ring
  have hp : ∀ x ∈ Ioi (0 : ℝ), 0 ≤ x * Real.exp (-(c * x)) :=
    fun x hx => mul_nonneg (le_of_lt hx) (Real.exp_pos _).le
  have ht : Tendsto (fun x : ℝ => -(1 / c ^ 2) * ((c * x + 1) * Real.exp (-(c * x))))
      atTop (𝓝 0) := by
    have hl : Tendsto (fun x : ℝ => c * x) atTop atTop := tendsto_id.const_mul_atTop hc
    have h := (((Real.tendsto_pow_mul_exp_neg_atTop_nhds_zero 1).add
      (Real.tendsto_pow_mul_exp_neg_atTop_nhds_zero 0)).comp hl).const_mul (-(1 / c ^ 2))
    rw [add_zero, mul_zero] at h
    refine h.congr (fun x => ?_)
    simp only [Function.comp_apply]
    ring
  refine ⟨integrableOn_Ioi_deriv_of_nonneg' hd hp ht, ?_⟩
  rw [integral_Ioi_of_hasDerivAt_of_nonneg' hd hp ht]
  simp

private lemma hasSum_of_eq {f g : ℕ → ℝ} {a b : ℝ} (h : HasSum f a)
    (hf : ∀ n, g n = f n) (hab : b = a) : HasSum g b := by
  obtain rfl : g = f := funext hf
  subst hab
  exact h

/-- The alternating sum of inverse squares is `π²/12`. -/
theorem alternating_inverse_squares :
    HasSum (fun n : ℕ => (-1 : ℝ) ^ n / ((n : ℝ) + 1) ^ 2) (π ^ 2 / 12) := by
  have hz : HasSum (fun n : ℕ => 1 / ((n : ℝ) + 1) ^ 2) (π ^ 2 / 6) := by
    have h := (hasSum_nat_add_iff' 1).mpr hasSum_zeta_two
    simpa using h
  -- twice the terms of odd index form half of the full sum
  have hg : HasSum (fun n : ℕ => (1 - (-1 : ℝ) ^ n) / ((n : ℝ) + 1) ^ 2)
      (0 + 1 / 2 * (π ^ 2 / 6)) := by
    refine HasSum.even_add_odd ?_ ?_
    · simp [pow_mul, hasSum_zero]
    · refine hasSum_of_eq (hz.mul_left (1 / 2)) (fun k => ?_) rfl
      show (1 - (-1 : ℝ) ^ (2 * k + 1)) / (((2 * k + 1 : ℕ) : ℝ) + 1) ^ 2
        = 1 / 2 * (1 / ((k : ℝ) + 1) ^ 2)
      have h1 : (-1 : ℝ) ^ (2 * k + 1) = -1 := by rw [pow_succ, pow_mul]; norm_num

      have h3 : ((2 * k + 1 : ℕ) : ℝ) + 1 = 2 * ((k : ℝ) + 1) := by push_cast; ring
      rw [h1, h3, mul_pow]
      generalize ((k : ℝ) + 1) ^ 2 = y
      ring
  refine hasSum_of_eq (hz.sub hg) (fun n => ?_) (by ring)
  show (-1 : ℝ) ^ n / ((n : ℝ) + 1) ^ 2
    = 1 / ((n : ℝ) + 1) ^ 2 - (1 - (-1 : ℝ) ^ n) / ((n : ℝ) + 1) ^ 2
  ring

private lemma fermi_series {T x : ℝ} (hT : 0 < T) (hx : 0 < x) :
    ∑' n : ℕ, (-1 : ℝ) ^ n * (x * Real.exp (-(((n : ℝ) + 1) / T * x))) = x * fermi T x := by
  have hr := (hasSum_geometric_of_abs_lt_one (r := -Real.exp (-(x / T))) (by
    rw [abs_neg, abs_of_pos (Real.exp_pos _), Real.exp_lt_one_iff]
    have := div_pos hx hT
    linarith)).mul_left (x * Real.exp (-(x / T)))
  have hE : Real.exp (-(x / T)) * Real.exp (x / T) = 1 := by rw [← Real.exp_add]; simp
  have h1 : 1 - -Real.exp (-(x / T)) = Real.exp (-(x / T)) * (1 + Real.exp (x / T)) := by
    linear_combination -hE
  have h2 : x * Real.exp (-(x / T)) * (1 - -Real.exp (-(x / T)))⁻¹ = x * fermi T x := by
    have h3 := (Real.exp_pos (-(x / T))).ne'
    rw [h1, mul_inv, fermi, one_div, mul_assoc, mul_inv_cancel_left₀ h3]
  rw [← h2, ← hr.tsum_eq]
  refine tsum_congr (fun n => ?_)
  have h4 : Real.exp (-(((n : ℝ) + 1) / T * x))
      = Real.exp (-(x / T)) * Real.exp (-(x / T)) ^ n := by
    rw [← Real.exp_nat_mul, ← Real.exp_add]; congr 1; ring
  rw [h4, neg_pow (Real.exp (-(x / T)))]
  ring

/-- At the Dirac point the Fermi-Dirac integral of a linear density of states is `π²T²/12`. -/
theorem neutral_integral {T : ℝ} (hT : 0 < T) :
    ∫ x in Ioi (0 : ℝ), x * fermi T x = π ^ 2 * T ^ 2 / 12 := by
  have hm := fun n : ℕ => exp_moment (c := ((n : ℝ) + 1) / T) (by positivity)
  have hn : ∀ n : ℕ, ∫ x in Ioi (0 : ℝ),
      ‖(-1 : ℝ) ^ n * (x * Real.exp (-(((n : ℝ) + 1) / T * x)))‖
        = T ^ 2 * (1 / ((n : ℝ) + 1) ^ 2) := by
    intro n
    trans ∫ x in Ioi (0 : ℝ), x * Real.exp (-(((n : ℝ) + 1) / T * x))
    · refine setIntegral_congr_fun measurableSet_Ioi (fun x hx => ?_)
      have hx' : 0 < x := hx
      simp only [norm_mul, norm_pow, norm_neg, norm_one, one_pow, one_mul]
      rw [Real.norm_of_nonneg hx'.le, Real.norm_of_nonneg (Real.exp_pos _).le]
    · rw [(hm n).2, div_pow, one_div_div]; ring
  have hs := (summable_nat_add_iff 1).mpr hasSum_zeta_two.summable
  push_cast at hs
  -- integrate the geometric expansion term by term
  have h := hasSum_integral_of_summable_integral_norm (μ := volume.restrict (Ioi (0 : ℝ)))
    (F := fun (n : ℕ) (x : ℝ) => (-1 : ℝ) ^ n * (x * Real.exp (-(((n : ℝ) + 1) / T * x))))
    (fun n => Integrable.const_mul (hm n).1 _)
    ((hs.mul_left (T ^ 2)).congr (fun n => by first | exact hn n | exact (hn n).symm))
  rw [setIntegral_congr_fun measurableSet_Ioi (fun x hx => fermi_series hT hx)] at h
  refine h.unique ?_
  refine hasSum_of_eq (alternating_inverse_squares.mul_left (T ^ 2)) (fun n => ?_) (by ring)
  rw [integral_const_mul, (hm n).2, div_pow, one_div_div]
  ring

private lemma carrier_bound (T μ : ℝ) {e : ℝ} (he : 0 ≤ e) :
    e * fermi T (e - μ) ≤ Real.exp (μ / T) * (e * Real.exp (-(1 / T * e))) := by
  have h : Real.exp (-((e - μ) / T)) = Real.exp (μ / T) * Real.exp (-(1 / T * e)) := by
    rw [← Real.exp_add]; congr 1; ring
  have h2 := mul_le_mul_of_nonneg_left (fermi_le T (e - μ)) he
  rw [h] at h2
  linarith

private lemma carrier_integrable {T : ℝ} (hT : 0 < T) (μ : ℝ) :
    IntegrableOn (fun e => e * fermi T (e - μ)) (Ioi 0) := by
  have hc : Continuous (fun e => e * fermi T (e - μ)) :=
    continuous_id.mul ((fermi_cont T).comp (continuous_id.sub continuous_const))
  refine Integrable.mono' (Integrable.const_mul (exp_moment (one_div_pos.mpr hT)).1
    (Real.exp (μ / T))) hc.aestronglyMeasurable ?_
  filter_upwards [ae_restrict_mem measurableSet_Ioi] with e he
  have he' : 0 < e := he
  rw [Real.norm_of_nonneg (mul_nonneg he'.le (fermi_nonneg _ _))]
  exact carrier_bound T μ he'.le

private lemma fermi_integrable {T : ℝ} (hT : 0 < T) : IntegrableOn (fermi T) (Ioi 0) := by
  refine Integrable.mono' (exp_neg_integrableOn_Ioi 0 (one_div_pos.mpr hT))
    (fermi_cont T).aestronglyMeasurable (ae_of_all _ fun x => ?_)
  rw [Real.norm_of_nonneg (fermi_nonneg _ _)]
  have h : -(1 / T) * x = -(x / T) := by ring
  rw [h]
  exact fermi_le T x

private lemma integral_split {g : ℝ → ℝ} {a : ℝ} (ha : 0 ≤ a) (hg : IntegrableOn g (Ioi 0)) :
    ∫ x in Ioi (0 : ℝ), g x = (∫ x in (0 : ℝ)..a, g x) + ∫ x in Ioi (0 : ℝ), g (x + a) := by
  have hs : ∫ x in Ioi a, g x = ∫ x in Ioi (0 : ℝ), g (x + a) := by
    calc ∫ x in Ioi a, g x = ∫ x, (Ioi a).indicator g x :=
          (integral_indicator measurableSet_Ioi).symm
      _ = ∫ x, (Ioi a).indicator g (x + a) := (integral_add_right_eq_self _ a).symm
      _ = ∫ x, (Ioi (0 : ℝ)).indicator (fun x => g (x + a)) x := by
          congr 1; ext x; simp [Set.indicator_apply]
      _ = _ := integral_indicator measurableSet_Ioi
  have hd : Disjoint (Ioc 0 a) (Ioi a) :=
    Set.disjoint_left.mpr fun x hx hx' => not_lt_of_ge hx.2 hx'
  have i1 : IntegrableOn g (Ioc 0 a) := hg.mono_set fun x hx => hx.1
  have i2 : IntegrableOn g (Ioi a) := hg.mono_set fun x hx => lt_of_le_of_lt ha hx
  rw [← hs, intervalIntegral.integral_of_le ha,
    ← setIntegral_union hd measurableSet_Ioi i1 i2, Ioc_union_Ioi_eq_Ioi ha]

private lemma finite_part (T μ : ℝ) : ∫ e in (0 : ℝ)..μ, e * fermi T (e - μ)
    = μ ^ 2 / 2 + ∫ x in (0 : ℝ)..μ, (x - μ) * fermi T x := by
  have h := intervalIntegral.integral_comp_sub_left (a := 0) (b := μ)
    (fun e => e * fermi T (e - μ)) μ
  rw [sub_self, sub_zero] at h
  have h1 : ∫ x in (0 : ℝ)..μ, (μ - x) = μ ^ 2 / 2 :=
    (intervalIntegral.integral_comp_sub_left (a := 0) (b := μ) (fun x : ℝ => x) μ).trans
      (by simp [integral_id])
  have c1 : Continuous (fun x : ℝ => μ - x) := continuous_const.sub continuous_id
  have c2 : Continuous (fun x : ℝ => (x - μ) * fermi T x) :=
    (continuous_id.sub continuous_const).mul (fermi_cont T)
  rw [← h, ← h1, ← intervalIntegral.integral_add (c1.intervalIntegrable _ _)
    (c2.intervalIntegrable _ _)]
  refine intervalIntegral.integral_congr (fun x _ => ?_)
  show (μ - x) * fermi T (μ - x - μ) = (μ - x) + (x - μ) * fermi T x
  rw [show μ - x - μ = -x by ring, fermi_neg]
  ring

private lemma total_of_nonneg {T μ : ℝ} (hT : 0 < T) (hμ : 0 ≤ μ) :
    carrierIntegral T μ + carrierIntegral T (-μ) = μ ^ 2 / 2 + π ^ 2 * T ^ 2 / 6 := by
  have hP : IntegrableOn (fun x => x * fermi T x) (Ioi 0) := by
    simpa using carrier_integrable hT 0
  have hQ : IntegrableOn (fun x => μ * fermi T x) (Ioi 0) :=
    Integrable.const_mul (fermi_integrable hT) μ
  have hD : IntegrableOn (fun x => (x - μ) * fermi T x) (Ioi 0) := by
    refine (Integrable.sub hP hQ).congr (ae_of_all _ fun x => ?_)
    show x * fermi T x - μ * fermi T x = (x - μ) * fermi T x
    ring
  -- split both integrals at the chemical potential
  have h1 := integral_split hμ (carrier_integrable hT μ)
  have h2 := integral_split hμ hD
  have h3 : ∫ x in Ioi (0 : ℝ), (x + μ) * fermi T (x + μ - μ)
      = (∫ x in Ioi (0 : ℝ), x * fermi T x) + ∫ x in Ioi (0 : ℝ), μ * fermi T x := by
    rw [← integral_add hP hQ]
    refine setIntegral_congr_fun measurableSet_Ioi (fun x _ => ?_)
    show (x + μ) * fermi T (x + μ - μ) = x * fermi T x + μ * fermi T x
    rw [add_sub_cancel_right]; ring
  have h4 : ∫ x in Ioi (0 : ℝ), (x - μ) * fermi T x
      = (∫ x in Ioi (0 : ℝ), x * fermi T x) - ∫ x in Ioi (0 : ℝ), μ * fermi T x := by
    rw [← integral_sub hP hQ]
    refine setIntegral_congr_fun measurableSet_Ioi (fun x _ => ?_)
    show (x - μ) * fermi T x = x * fermi T x - μ * fermi T x
    ring
  have h5 : ∫ x in Ioi (0 : ℝ), (x + μ - μ) * fermi T (x + μ) = carrierIntegral T (-μ) := by
    refine setIntegral_congr_fun measurableSet_Ioi (fun x _ => ?_)
    show (x + μ - μ) * fermi T (x + μ) = x * fermi T (x - -μ)
    rw [add_sub_cancel_right, sub_neg_eq_add]
  have h6 : carrierIntegral T μ = ∫ e in Ioi (0 : ℝ), e * fermi T (e - μ) := rfl
  linarith [finite_part T μ, neutral_integral hT]

/-- The Fermi-Dirac integrals of a linear density of states at `μ` and `-μ` add up to `μ²/2 +
π²T²/6` at every positive temperature. -/
theorem carrier_total {T : ℝ} (hT : 0 < T) (μ : ℝ) :
    carrierIntegral T μ + carrierIntegral T (-μ) = μ ^ 2 / 2 + π ^ 2 * T ^ 2 / 6 := by
  rcases le_total 0 μ with h | h
  · exact total_of_nonneg hT h
  · have h1 := total_of_nonneg hT (neg_nonneg.mpr h)
    rw [neg_neg, neg_sq] at h1
    linarith

/-- The hole density is the Fermi-Dirac integral at the opposite chemical potential, times the
coefficient of `|E|` in the density of states. -/
theorem holeDensity_eq (hv T μ : ℝ) :
    holeDensity hv T μ = 2 / (π * hv ^ 2) * carrierIntegral T (-μ) := by
  have key := integral_comp_neg_Iic (0 : ℝ)
    (fun e => 2 / (π * hv ^ 2) * (e * fermi T (e - -μ)))
  rw [neg_zero] at key
  unfold holeDensity carrierIntegral
  rw [← integral_const_mul]
  refine Eq.trans (setIntegral_congr_fun measurableSet_Iic (fun E hE => ?_)) key
  have hE' : E ≤ 0 := hE
  show diracDOS hv E * (1 - fermi T (E - μ))
    = 2 / (π * hv ^ 2) * (-E * fermi T (-E - -μ))
  rw [show -E - -μ = -(E - μ) by ring, fermi_neg, diracDOS, abs_of_nonpos hE']
  ring

/-- In the ideal Dirac-cone model of graphene at positive temperature, the total density of
electrons and holes, times `π(ħv)²`, is `μ² + π²T²/3`. -/
theorem graphene_total {hv T : ℝ} (hhv : hv ≠ 0) (hT : 0 < T) (μ : ℝ) :
    π * hv ^ 2 * (electronDensity hv T μ + holeDensity hv T μ)
      = μ ^ 2 + π ^ 2 * T ^ 2 / 3 := by
  have he : electronDensity hv T μ = 2 / (π * hv ^ 2) * carrierIntegral T μ := by
    unfold electronDensity carrierIntegral
    rw [← integral_const_mul]
    refine setIntegral_congr_fun measurableSet_Ioi (fun E hE => ?_)
    have hE' : 0 < E := hE
    show diracDOS hv E * fermi T (E - μ) = 2 / (π * hv ^ 2) * (E * fermi T (E - μ))
    rw [diracDOS, abs_of_pos hE']
    ring
  have hc : π * hv ^ 2 * (2 / (π * hv ^ 2)) = 2 :=
    mul_div_cancel₀ 2 (mul_ne_zero Real.pi_ne_zero (pow_ne_zero 2 hhv))
  rw [he, holeDensity_eq, ← mul_add, ← mul_assoc, hc, carrier_total hT]
  ring

/-- For electrons alone, `μ²/2 + π²T²/6` is never below the Fermi-Dirac integral and exceeds it by
at most `T² exp(-μ/T)`. -/
theorem sommerfeld_error {T : ℝ} (hT : 0 < T) (μ : ℝ) :
    0 ≤ μ ^ 2 / 2 + π ^ 2 * T ^ 2 / 6 - carrierIntegral T μ ∧
      μ ^ 2 / 2 + π ^ 2 * T ^ 2 / 6 - carrierIntegral T μ ≤ T ^ 2 * Real.exp (-μ / T) := by
  have hm := exp_moment (one_div_pos.mpr hT)
  -- the error is the hole integral, bounded by its Boltzmann tail
  have h0 : 0 ≤ carrierIntegral T (-μ) :=
    setIntegral_nonneg measurableSet_Ioi
      (fun e he => mul_nonneg (le_of_lt he) (fermi_nonneg _ _))
  have h1 : carrierIntegral T (-μ) ≤
      ∫ e in Ioi (0 : ℝ), Real.exp (-μ / T) * (e * Real.exp (-(1 / T * e))) :=
    setIntegral_mono_on (carrier_integrable hT (-μ)) (Integrable.const_mul hm.1 _)
      measurableSet_Ioi (fun e he => carrier_bound T (-μ) (le_of_lt he))
  rw [integral_const_mul, hm.2, div_pow, one_div_div, one_pow, div_one] at h1
  have h2 := carrier_total hT μ
  constructor <;> linarith

end

end GrapheneCarriers
```

```lean
#print axioms GrapheneCarriers.graphene_total
-- 'GrapheneCarriers.graphene_total' depends on axioms: [propext, Classical.choice, Quot.sound]
#print axioms GrapheneCarriers.sommerfeld_error
-- 'GrapheneCarriers.sommerfeld_error' depends on axioms: [propext, Classical.choice, Quot.sound]
```

## How the proof follows the derivation

`exp_moment` checks the antiderivative and its limit at infinity, giving both integrability and the value $1/c^2$. `alternating_inverse_squares` separates even and odd indices with `HasSum.even_add_odd`, starting from Mathlib's `hasSum_zeta_two`. `fermi_series` is the geometric expansion, and `neutral_integral` exchanges sum and integral through `hasSum_integral_of_summable_integral_norm`, whose summability condition is the one checked above.

`carrier_bound` compares the integrand with a Boltzmann tail, from which `carrier_integrable` follows. `integral_split` cuts a half-line integral at $a\ge0$ and shifts the upper part back to the origin. `finite_part` is the reflection below $\mu$.

In `total_of_nonneg`, the splitting is applied to $I(\mu)$ and to $\int_0^\infty(x-\mu)f(x)\,dx$; `linarith` then performs the cancellation. `carrier_total` adds the case of negative $\mu$.

`holeDensity_eq` carries out the reflection $E=-e$, so the link between holes and $I(-\mu)$ is proved. `graphene_total` restores the prefactor, and `sommerfeld_error` integrates `carrier_bound` at $-\mu$.
